# For two spin-1/2 particles, the total spin squared in units of ħ² is the identity plus the exchange of the spins

The two-particle spin state is written as a complex 2 × 2 matrix `χ`, whose entry `χ s t` is the amplitude for the first particle in spin state `s` and the second in `t`. The theorem `totalSpinSq_eq` says that the square of the total spin, in units of ħ², sends `χ` to `χ + χᵀ`, the transpose being the exchange of the two spins. Only the spin degrees of freedom appear, and `χ` is arbitrary: it need be neither normalised nor of definite exchange symmetry. The attempt compares the two sides entry by entry, has `simp` insert the spin matrices and multiply out, and leaves the remaining arithmetic to `ring_nf` and `ring`.

This version doesn't compile in Lean 4 with Mathlib:

```lean
import Mathlib

open Matrix

namespace PairChargeParity

noncomputable section

/-- The three spin-1/2 matrices, in units of the reduced Planck constant. -/
def spin : Fin 3 → Matrix (Fin 2) (Fin 2) ℂ :=
  ![!![0, 1/2; 1/2, 0], !![0, -Complex.I/2; Complex.I/2, 0], !![1/2, 0; 0, -1/2]]

/-- Component `k` of the total spin of two spin-1/2 particles, acting on the amplitude
`χ s t` for the first particle in spin state `s` and the second in `t`. -/
def totalSpin (k : Fin 3) (χ : Matrix (Fin 2) (Fin 2) ℂ) : Matrix (Fin 2) (Fin 2) ℂ :=
  spin k * χ + χ * (spin k)ᵀ

/-- The square of the total spin, summed over its three components. -/
def totalSpinSq (χ : Matrix (Fin 2) (Fin 2) ℂ) : Matrix (Fin 2) (Fin 2) ℂ :=
  ∑ k, totalSpin k (totalSpin k χ)

/-- The total spin squared of two spin-1/2 particles is the identity plus the exchange
of the two spins. -/
theorem totalSpinSq_eq (χ : Matrix (Fin 2) (Fin 2) ℂ) : totalSpinSq χ = χ + χᵀ := by
  ext i j
  fin_cases i <;> fin_cases j <;>
    simp [totalSpinSq, totalSpin, spin, Matrix.mul_apply, Fin.sum_univ_two,
      Fin.sum_univ_three]
  all_goals try ring_nf
  all_goals try simp only [Complex.I_sq]
  all_goals try ring

end

end PairChargeParity
```

Messages:

```
Try this:
  [apply] ring_nf
  
  The `ring` tactic failed to close the goal. Use `ring_nf` to obtain a normal form.
    
  Note that `ring` works primarily in *commutative* rings. If you have a noncommutative ring, abelian group or module, consider using `noncomm_ring`, `abel` or `module` instead.
Try this:
  [apply] ring_nf
  
  The `ring` tactic failed to close the goal. Use `ring_nf` to obtain a normal form.
    
  Note that `ring` works primarily in *commutative* rings. If you have a noncommutative ring, abelian group or module, consider using `noncomm_ring`, `abel` or `module` instead.
Try this:
  [apply] ring_nf
  
  The `ring` tactic failed to close the goal. Use `ring_nf` to obtain a normal form.
    
  Note that `ring` works primarily in *commutative* rings. If you have a noncommutative ring, abelian group or module, consider using `noncomm_ring`, `abel` or `module` instead.
Try this:
  [apply] ring_nf
  
  The `ring` tactic failed to close the goal. Use `ring_nf` to obtain a normal form.
    
  Note that `ring` works primarily in *commutative* rings. If you have a noncommutative ring, abelian group or module, consider using `noncomm_ring`, `abel` or `module` instead.
Main.lean:24:82: error: unsolved goals
case «0».«0»
χ : Matrix (Fin 2) (Fin 2) ℂ
⊢ (![0, 1 / 2] ᵥ* (of ![![0, 1 / 2] ᵥ* χ, ![1 / 2, 0] ᵥ* χ] + χ * !![0, 1 / 2; 1 / 2, 0]ᵀ)) 0 +
                (![0, 1 / 2] ᵥ* χ) 1 * (1 / 2) +
              χ 0 0 * (3 / 4) +
            Complex.I * (![0, Complex.I * (-1 / 2)] ᵥ* χ) 1 * (-1 / 2) +
          (![0, Complex.I * (-1 / 2)] ᵥ*
              (of ![![0, Complex.I * (-1 / 2)] ᵥ* χ, ![Complex.I * (1 / 2), 0] ᵥ* χ] +
                χ * !![0, Complex.I * (-1 / 2); Complex.I * (1 / 2), 0]ᵀ))
            0 +
        (![1 / 2, 0] ᵥ* (of ![![1 / 2, 0] ᵥ* χ, ![0, -1 / 2] ᵥ* χ] + χ * !![1 / 2, 0; 0, -1 / 2]ᵀ)) 0 +
      (![1 / 2, 0] ᵥ* χ) 0 * (1 / 2) =
    χ 0 0 * 2

case «0».«1»
χ : Matrix (Fin 2) (Fin 2) ℂ
⊢ (![0, 1 / 2] ᵥ* (of ![![0, 1 / 2] ᵥ* χ, ![1 / 2, 0] ᵥ* χ] + χ * !![0, 1 / 2; 1 / 2, 0]ᵀ)) 1 +
                (![0, 1 / 2] ᵥ* χ) 0 * (1 / 2) +
              χ 0 1 * (3 / 4) +
            Complex.I * (![0, Complex.I * (-1 / 2)] ᵥ* χ) 0 * (1 / 2) +
          (![0, Complex.I * (-1 / 2)] ᵥ*
              (of ![![0, Complex.I * (-1 / 2)] ᵥ* χ, ![Complex.I * (1 / 2), 0] ᵥ* χ] +
                χ * !![0, Complex.I * (-1 / 2); Complex.I * (1 / 2), 0]ᵀ))
            1 +
        (![1 / 2, 0] ᵥ* (of ![![1 / 2, 0] ᵥ* χ, ![0, -1 / 2] ᵥ* χ] + χ * !![1 / 2, 0; 0, -1 / 2]ᵀ)) 1 +
      (![1 / 2, 0] ᵥ* χ) 1 * (-1 / 2) =
    χ 0 1 + χ 1 0

case «1».«0»
χ : Matrix (Fin 2) (Fin 2) ℂ
⊢ (![1 / 2, 0] ᵥ* (of ![![0, 1 / 2] ᵥ* χ, ![1 / 2, 0] ᵥ* χ] + χ * !![0, 1 / 2; 1 / 2, 0]ᵀ)) 0 +
                (![1 / 2, 0] ᵥ* χ) 1 * (1 / 2) +
              χ 1 0 * (3 / 4) +
            Complex.I * (![Complex.I * (1 / 2), 0] ᵥ* χ) 1 * (-1 / 2) +
          (![Complex.I * (1 / 2), 0] ᵥ*
              (of ![![0, Complex.I * (-1 / 2)] ᵥ* χ, ![Complex.I * (1 / 2), 0] ᵥ* χ] +
                χ * !![0, Complex.I * (-1 / 2); Complex.I * (1 / 2), 0]ᵀ))
            0 +
        (![0, -1 / 2] ᵥ* (of ![![1 / 2, 0] ᵥ* χ, ![0, -1 / 2] ᵥ* χ] + χ * !![1 / 2, 0; 0, -1 / 2]ᵀ)) 0 +
      (![0, -1 / 2] ᵥ* χ) 0 * (1 / 2) =
    χ 1 0 + χ 0 1

case «1».«1»
χ : Matrix (Fin 2) (Fin 2) ℂ
⊢ (![1 / 2, 0] ᵥ* (of ![![0, 1 / 2] ᵥ* χ, ![1 / 2, 0] ᵥ* χ] + χ * !![0, 1 / 2; 1 / 2, 0]ᵀ)) 1 +
                (![1 / 2, 0] ᵥ* χ) 0 * (1 / 2) +
              χ 1 1 * (3 / 4) +
            Complex.I * (![Complex.I * (1 / 2), 0] ᵥ* χ) 0 * (1 / 2) +
          (![Complex.I * (1 / 2), 0] ᵥ*
              (of ![![0, Complex.I * (-1 / 2)] ᵥ* χ, ![Complex.I * (1 / 2), 0] ᵥ* χ] +
                χ * !![0, Complex.I * (-1 / 2); Complex.I * (1 / 2), 0]ᵀ))
            1 +
        (![0, -1 / 2] ᵥ* (of ![![1 / 2, 0] ᵥ* χ, ![0, -1 / 2] ᵥ* χ] + χ * !![1 / 2, 0; 0, -1 / 2]ᵀ)) 1 +
      (![0, -1 / 2] ᵥ* χ) 1 * (-1 / 2) =
    χ 1 1 * 2
```

Diagnosis. The error shows all four entries unproved, with terms such as `(![0, 1 / 2] ᵥ* χ) 1` left in them. Here `ᵥ*` is the product of a row vector with a matrix. Because `spin` was unfolded in the same `simp` call that was to expand the products, `simp` could rewrite a product with an explicit matrix on the left row by row, into this form. `Matrix.mul_apply` speaks of an entry of a matrix product and does not match it, so the sums inside stayed closed. `ring` treats such terms as unknowns and cannot finish; the four "Try this" messages report that. Their hint about noncommutative rings is beside the point, since the entries are complex numbers.

The repair first runs `simp only` without `spin`. The spin matrices are then still unexpanded names, so `Matrix.mul_apply`, with the lemmas for sums and transposes, reduces everything to entries of `spin k` and `χ`. Only then does `fin_cases` split the cases and `simp [spin]` put in the numbers, leaving arithmetic that the unchanged last lines can close. The added comment is mere tidying.

Fix (accepted with no message):

```diff
@@ -24,7 +24,8 @@
 theorem totalSpinSq_eq (χ : Matrix (Fin 2) (Fin 2) ℂ) : totalSpinSq χ = χ + χᵀ := by
   ext i j
-  fin_cases i <;> fin_cases j <;>
-    simp [totalSpinSq, totalSpin, spin, Matrix.mul_apply, Fin.sum_univ_two,
-      Fin.sum_univ_three]
+  -- expand into entries first, then insert the values of the spin matrices
+  simp only [totalSpinSq, totalSpin, Fin.sum_univ_three, Matrix.add_apply,
+    Matrix.mul_apply, Matrix.transpose_apply, Fin.sum_univ_two]
+  fin_cases i <;> fin_cases j <;> simp [spin]
   all_goals try ring_nf
   all_goals try simp only [Complex.I_sq]
```
